# A nonzero perpendicular field reduces the overlap modulus of planar s-type London Gaussians at different centres

## Two equal Gaussians, one at the origin

Take two Gaussians in the plane with the same exponent $a>0$, one centred at the origin and one at $(d,0)$ with $d>0$. Write $r=(r_1,r_2)$ for the position and $B$ for a uniform magnetic field perpendicular to the plane. In atomic units, and with the phases defined in the next part, the corresponding London orbitals are

$$e^{-a(r_1^2+r_2^2)},\qquad e^{-iBd\,r_2/2}\,e^{-a((r_1-d)^2+r_2^2)} .$$

The first has no phase because it sits at the gauge origin. The second carries a plane wave that runs along $r_2$, at right angles to the line joining the centres. The overlap is a product of two integrals:

$$\int e^{-a r_1^2-a(r_1-d)^2}\,dr_1=\sqrt{\tfrac{\pi}{2a}}\;e^{-ad^2/2},\qquad
\int e^{-2a r_2^2-iBd\,r_2/2}\,dr_2=\sqrt{\tfrac{\pi}{2a}}\;e^{-B^2d^2/(32a)} .$$

The first factor is the usual decay with distance. The second is the Fourier transform of a Gaussian at wave number $Bd/2$, and it is smaller than its zero-field value whenever $B\neq 0$. The field reduces the overlap because the relative phase of the two orbitals varies across the region where they overlap, so that contributions from different places partly cancel.

## The phase of a London orbital

In the symmetric gauge the vector potential at a point $R=(R_1,R_2)$ is

$$A(R)=\tfrac12\,\mathbf B\times R=\tfrac B2\,(-R_2,\,R_1).$$

The London orbital with exponent $a$ and centre $R$ is $e^{-iA(R)\cdot r}\,e^{-a|r-R|^2}$. Its phase is a postulate of the model with a clear purpose. For an electron the kinetic momentum is $p+A(r)$, and moving it past the phase replaces $A(r)$ by $A(r)-A(R)=\tfrac12\mathbf B\times(r-R)$. Each Gaussian thus sees a vector potential centred on itself.

Overlaps of this kind fill the overlap matrix of a finite-field electronic-structure calculation in a London basis; the formulas here cover its entries for s-type Gaussians in two dimensions.

## The statement in words and in Lean

Let the exponents be $a,b>0$, the centres $P$ and $Q$, and $d^2=(P_1-Q_1)^2+(P_2-Q_2)^2$. The theorem `norm_overlap` says that the overlap has modulus

$$\frac{\pi}{a+b}\;\exp\!\Big(-\frac{ab\,d^2}{a+b}\Big)\exp\!\Big(-\frac{B^2d^2}{16(a+b)}\Big).$$

The theorem `norm_overlap_lt_iff` says that this is strictly below its value at $B=0$ exactly when $B\ne0$ and $P\neq Q$. Two further theorems concern the phase: `overlap_eq` gives the full complex overlap, and `overlap_loop` treats the product of overlaps around three centres.

Points of the plane are pairs in `ℝ × ℝ`, with `P.1` and `P.2` for $P_1$ and $P_2$. The definition `overlap` integrates over the plane the complex conjugate of the first orbital times the second. Mathlib's built-in distance on `ℝ × ℝ` is the larger of the two coordinate differences, so the file defines the Euclidean $d^2$ itself, as `sqDist`. The hypotheses `0 < a` and `0 < b` make the orbitals square-integrable; $B$ may have either sign, and the centres may coincide.

The orbitals are not normalised. Setting $P=Q$ and $b=a$ gives the squared norm $\pi/(2a)$, which doesn't depend on the field. For normalised orbitals the prefactor $\pi/(a+b)$ therefore becomes $2\sqrt{ab}/(a+b)$, and the exponentials stay as they are.

The model has a uniform field, isotropic Gaussians without polynomial prefactors, and no Hamiltonian. The results concern overlaps of basis functions and make no claim about energies or eigenstates.

## Completing the square in each direction

The conjugated phase of the first orbital combines with the phase of the second to give $e^{ik\cdot r}$, where

$$k=A(P)-A(Q)=\tfrac B2\,\big(-(P_2-Q_2),\;P_1-Q_1\big),\qquad |k|^2=\tfrac{B^2d^2}{4}.$$

The integrand is then a product of a function of $r_1$ and a function of $r_2$. Each integral has the same form, with centres $u,v$ on a line and a real wave number, written $\kappa$ here. With $w=(au+bv)/(a+b)$,

$$a(x-u)^2+b(x-v)^2=(a+b)(x-w)^2+\frac{ab(u-v)^2}{a+b}.$$

Put $s=x-w$. The part of the exponent that depends on $s$ is

$$-(a+b)s^2+i\kappa s=-(a+b)\Big(s-\frac{i\kappa}{2(a+b)}\Big)^2-\frac{\kappa^2}{4(a+b)} .$$

Shifting the contour back to the real line leaves a Gaussian integral, so that

$$\int e^{-a(x-u)^2-b(x-v)^2+i\kappa x}dx=\sqrt{\frac{\pi}{a+b}}\;\exp\!\Big(-\frac{ab(u-v)^2}{a+b}-\frac{\kappa^2}{4(a+b)}+i\kappa w\Big).$$

Now multiply the results for the two directions. The square roots give $\pi/(a+b)$, the squared separations add to $d^2$, and the squared wave numbers add to $B^2d^2/4$, which produces the factor $\exp(-B^2d^2/(16(a+b)))$. The remaining phase is $k\cdot W$ with $W=(aP+bQ)/(a+b)$. Since $k$ is perpendicular to $P-Q$, we have $k\cdot P=k\cdot Q$, and the weighted average equals either of them:

$$k\cdot W=k\cdot P=\tfrac B2\,(P_1Q_2-P_2Q_1).$$

This is the flux of $B$ through the oriented triangle formed by the origin, $P$ and $Q$. It doesn't depend on the exponents.

Taking the modulus removes the phase. The ratio of the modulus to its zero-field value is $\exp(-B^2d^2/(16(a+b)))$, which is below one exactly when $B\neq0$ and $d\neq0$.

## Three centres and the enclosed flux

The phase of a single overlap generally changes when both centres are shifted together, because the triangle has a corner at the origin; a shift along the line joining the centres leaves it unchanged. Around a closed loop $P\to Q\to R\to P$ the three phases add to

$$\tfrac B2\big[(P_1Q_2-P_2Q_1)+(Q_1R_2-Q_2R_1)+(R_1P_2-R_2P_1)\big]=B\,S,$$

where $S$ is the signed area of the triangle $PQR$, positive for anticlockwise order. The origin has dropped out. If the three centres are collinear, the area vanishes and the product of overlaps is a positive real number.

## The same orbitals in three dimensions

The orbitals could have been placed in space, with the field along the third axis. The vector potential has no component along the field, so the third direction would contribute an ordinary field-free Gaussian overlap. The prefactor would become $(\pi/(a+b))^{3/2}$ and the zero-field exponential would contain the full distance, while the field factor would contain only the separation perpendicular to the field. The condition for strict reduction would change accordingly: two distinct centres on a common field line would have the same overlap modulus at every field strength.

## The complete file

```lean
import Mathlib

open MeasureTheory GaussianFourier
open scoped ComplexConjugate Real

namespace LondonGaussianOverlap

noncomputable section

/-- The symmetric-gauge vector potential `½ B × R` of a perpendicular field `B`,
at the point `R` of the plane. -/
def vectorPotential (B : ℝ) (R : ℝ × ℝ) : ℝ × ℝ := (-(B * R.2) / 2, B * R.1 / 2)

/-- The London orbital with exponent `a` and centre `R`: a Gaussian times the plane wave
`exp (-i A(R) · r)`, in atomic units. -/
def londonGaussian (B a : ℝ) (R r : ℝ × ℝ) : ℂ :=
  Complex.exp (-Complex.I *
    (((vectorPotential B R).1 * r.1 + (vectorPotential B R).2 * r.2 : ℝ) : ℂ)) *
  ((Real.exp (-a * ((r.1 - R.1) ^ 2 + (r.2 - R.2) ^ 2)) : ℝ) : ℂ)

/-- The overlap integral of two London orbitals over the plane. -/
def overlap (B a b : ℝ) (P Q : ℝ × ℝ) : ℂ :=
  ∫ r : ℝ × ℝ, conj (londonGaussian B a P r) * londonGaussian B b Q r

/-- The squared distance `d²` of two centres. -/
def sqDist (P Q : ℝ × ℝ) : ℝ := (P.1 - Q.1) ^ 2 + (P.2 - Q.2) ^ 2

/-- The flux of `B` through the oriented triangle formed by the gauge origin, `P` and `Q`. -/
def originFlux (B : ℝ) (P Q : ℝ × ℝ) : ℝ := B * (P.1 * Q.2 - P.2 * Q.1) / 2

/-- The signed area of the triangle with corners `P`, `Q`, `R`. -/
def signedArea (P Q R : ℝ × ℝ) : ℝ :=
  ((Q.1 - P.1) * (R.2 - P.2) - (Q.2 - P.2) * (R.1 - P.1)) / 2

/-- Two Gaussians on a line, centred at `u` and `v`, times a plane wave of wave number `k`. -/
def pairWave (a b u v k x : ℝ) : ℂ :=
  Complex.exp (-(a : ℂ) * (x - u) ^ 2 - b * (x - v) ^ 2 + Complex.I * k * x)

/-- The integral over the line of two Gaussians times a plane wave. -/
theorem integral_pairWave {a b : ℝ} (ha : 0 < a) (hb : 0 < b) (u v k : ℝ) :
    ∫ x : ℝ, pairWave a b u v k x =
      ((π : ℂ) / ((a : ℂ) + b)) ^ (1 / 2 : ℂ) *
        Complex.exp (-(a * b * (u - v) ^ 2 / (a + b)) - k ^ 2 / (4 * (a + b)) +
          Complex.I * k * (a * u + b * v) / (a + b)) := by
  have hp : (a : ℂ) + b ≠ 0 := by exact_mod_cast (add_pos ha hb).ne'
  have hre : (-((a : ℂ) + b)).re < 0 := by
    rw [Complex.neg_re, Complex.add_re, Complex.ofReal_re, Complex.ofReal_re]
    linarith
  have h := integral_cexp_quadratic hre (2 * (a * u + b * v) + Complex.I * k)
    (-(a * u ^ 2 + b * v ^ 2))
  -- collect the exponent as a quadratic polynomial in `x`
  have hf : (fun x : ℝ => pairWave a b u v k x) = fun x : ℝ =>
      Complex.exp (-((a : ℂ) + b) * x ^ 2 + (2 * (a * u + b * v) + Complex.I * k) * x +
        (-(a * u ^ 2 + b * v ^ 2))) := by
    funext x
    unfold pairWave
    congr 1
    ring
  have e : (2 * ((a : ℂ) * u + b * v) + Complex.I * k) ^ 2 =
      4 * (a * u + b * v) ^ 2 + 4 * Complex.I * k * (a * u + b * v) - k ^ 2 := by
    linear_combination (k : ℂ) ^ 2 * Complex.I_sq
  rw [hf, h, neg_neg, e]
  congr 2
  field_simp
  ring

/-- The complex conjugate of one London orbital times a second London orbital separates into one
factor for each Cartesian direction, with wave numbers given by the difference of the vector
potentials at the centres. -/
theorem conj_mul_londonGaussian (B a b : ℝ) (P Q r : ℝ × ℝ) :
    conj (londonGaussian B a P r) * londonGaussian B b Q r =
      pairWave a b P.1 Q.1 ((vectorPotential B P).1 - (vectorPotential B Q).1) r.1 *
      pairWave a b P.2 Q.2 ((vectorPotential B P).2 - (vectorPotential B Q).2) r.2 := by
  simp only [londonGaussian, pairWave, map_mul, map_neg, ← Complex.exp_conj,
    Complex.conj_ofReal, Complex.conj_I, Complex.ofReal_exp]
  -- conjugation is done; now merge the exponentials
  simp only [← Complex.exp_add]
  congr 1
  push_cast
  ring

/-- The complex overlap of two London Gaussians: a positive modulus times a phase equal to the
flux through the triangle formed by the gauge origin and the two centres. -/
theorem overlap_eq {a b : ℝ} (ha : 0 < a) (hb : 0 < b) (B : ℝ) (P Q : ℝ × ℝ) :
    overlap B a b P Q =
      ((π / (a + b) * Real.exp (-(a * b * sqDist P Q / (a + b))) *
        Real.exp (-(B ^ 2 * sqDist P Q / (16 * (a + b)))) : ℝ) : ℂ) *
      Complex.exp ((originFlux B P Q : ℂ) * Complex.I) := by
  have hp : (a : ℂ) + b ≠ 0 := by exact_mod_cast (add_pos ha hb).ne'
  have hc : (π : ℂ) / ((a : ℂ) + b) ≠ 0 :=
    div_ne_zero (Complex.ofReal_ne_zero.2 Real.pi_ne_zero) hp
  have hs : ((π : ℂ) / ((a : ℂ) + b)) ^ (1 / 2 : ℂ) * ((π : ℂ) / ((a : ℂ) + b)) ^ (1 / 2 : ℂ)
      = (π : ℂ) / ((a : ℂ) + b) := by
    rw [← Complex.cpow_add _ _ hc, add_halves, Complex.cpow_one]
  -- the planar integral is a product of two integrals over the line
  have hprod : overlap B a b P Q =
      (∫ x : ℝ, pairWave a b P.1 Q.1 ((vectorPotential B P).1 - (vectorPotential B Q).1) x) *
      (∫ y : ℝ, pairWave a b P.2 Q.2 ((vectorPotential B P).2 - (vectorPotential B Q).2) y) := by
    unfold overlap
    simp_rw [conj_mul_londonGaussian]
    exact integral_prod_mul (μ := (volume : Measure ℝ)) (ν := (volume : Measure ℝ))
      (pairWave a b P.1 Q.1 ((vectorPotential B P).1 - (vectorPotential B Q).1))
      (pairWave a b P.2 Q.2 ((vectorPotential B P).2 - (vectorPotential B Q).2))
  -- gather the right-hand side into a single exponential
  have hR : ((π / (a + b) * Real.exp (-(a * b * sqDist P Q / (a + b))) *
        Real.exp (-(B ^ 2 * sqDist P Q / (16 * (a + b)))) : ℝ) : ℂ) *
      Complex.exp ((originFlux B P Q : ℂ) * Complex.I) =
      (π : ℂ) / ((a : ℂ) + b) * Complex.exp (((-(a * b * sqDist P Q / (a + b)) : ℝ) : ℂ) +
        ((-(B ^ 2 * sqDist P Q / (16 * (a + b))) : ℝ) : ℂ) +
        (originFlux B P Q : ℂ) * Complex.I) := by
    rw [Complex.exp_add, Complex.exp_add]
    push_cast
    ring
  rw [hprod, integral_pairWave ha hb, integral_pairWave ha hb, mul_mul_mul_comm, hs,
    ← Complex.exp_add, hR]
  congr 2
  simp only [vectorPotential, sqDist, originFlux]
  push_cast
  field_simp
  ring

/-- The modulus of the overlap of two London Gaussians at squared distance `d²` is
`π/(a+b) · exp(-a b d²/(a+b)) · exp(-B² d²/(16(a+b)))`. -/
theorem norm_overlap {a b : ℝ} (ha : 0 < a) (hb : 0 < b) (B : ℝ) (P Q : ℝ × ℝ) :
    ‖overlap B a b P Q‖ =
      π / (a + b) * Real.exp (-(a * b * sqDist P Q / (a + b))) *
        Real.exp (-(B ^ 2 * sqDist P Q / (16 * (a + b)))) := by
  rw [overlap_eq ha hb, norm_mul, Complex.norm_exp_ofReal_mul_I, mul_one, Complex.norm_real,
    Real.norm_of_nonneg (by positivity)]

/-- Distinct centres have positive squared distance. -/
theorem sqDist_pos {P Q : ℝ × ℝ} (h : P ≠ Q) : 0 < sqDist P Q := by
  by_contra hn
  unfold sqDist at hn
  have hle := not_lt.1 hn
  have h1 : (P.1 - Q.1) ^ 2 = 0 := by
    linarith [sq_nonneg (P.1 - Q.1), sq_nonneg (P.2 - Q.2)]
  have h2 : (P.2 - Q.2) ^ 2 = 0 := by
    linarith [sq_nonneg (P.1 - Q.1), sq_nonneg (P.2 - Q.2)]
  exact h (Prod.ext (sub_eq_zero.1 (pow_eq_zero_iff two_ne_zero |>.1 h1))
    (sub_eq_zero.1 (pow_eq_zero_iff two_ne_zero |>.1 h2)))

/-- The field makes the overlap modulus strictly smaller than at zero field exactly when the
field is nonzero and the centres are distinct. -/
theorem norm_overlap_lt_iff {a b : ℝ} (ha : 0 < a) (hb : 0 < b) (B : ℝ) (P Q : ℝ × ℝ) :
    ‖overlap B a b P Q‖ < ‖overlap 0 a b P Q‖ ↔ B ≠ 0 ∧ P ≠ Q := by
  constructor
  · intro h
    refine ⟨?_, ?_⟩
    · intro hB
      rw [hB] at h
      exact lt_irrefl _ h
    · intro hPQ
      rw [norm_overlap ha hb B, norm_overlap ha hb 0, hPQ] at h
      simp [sqDist] at h
  · rintro ⟨hB, hPQ⟩
    have hD := sqDist_pos hPQ
    rw [norm_overlap ha hb B, norm_overlap ha hb 0]
    have hpos : 0 < B ^ 2 * sqDist P Q / (16 * (a + b)) := by positivity
    have hzero : (0 : ℝ) ^ 2 * sqDist P Q / (16 * (a + b)) = 0 := by simp
    exact mul_lt_mul_of_pos_left (Real.exp_lt_exp.2 (by linarith)) (by positivity)

/-- The product of overlaps around three centres has as its phase the field times the signed
area of their triangle. -/
theorem overlap_loop {a b c : ℝ} (ha : 0 < a) (hb : 0 < b) (hc : 0 < c) (B : ℝ)
    (P Q R : ℝ × ℝ) :
    overlap B a b P Q * overlap B b c Q R * overlap B c a R P =
      ((‖overlap B a b P Q‖ * ‖overlap B b c Q R‖ * ‖overlap B c a R P‖ : ℝ) : ℂ) *
        Complex.exp (((B * signedArea P Q R : ℝ) : ℂ) * Complex.I) := by
  -- the three fluxes through the origin add up to the flux through the triangle
  have e : Complex.exp (((B * signedArea P Q R : ℝ) : ℂ) * Complex.I) =
      Complex.exp ((originFlux B P Q : ℂ) * Complex.I) *
      Complex.exp ((originFlux B Q R : ℂ) * Complex.I) *
      Complex.exp ((originFlux B R P : ℂ) * Complex.I) := by
    rw [← Complex.exp_add, ← Complex.exp_add]
    congr 1
    simp only [signedArea, originFlux]
    push_cast
    ring
  rw [e, norm_overlap ha hb, norm_overlap hb hc, norm_overlap hc ha,
    overlap_eq ha hb, overlap_eq hb hc, overlap_eq hc ha]
  simp only [Complex.ofReal_mul]
  ring

end

end LondonGaussianOverlap
```

```lean
#print axioms LondonGaussianOverlap.norm_overlap_lt_iff
#print axioms LondonGaussianOverlap.overlap_loop
```

```
'LondonGaussianOverlap.norm_overlap_lt_iff' depends on axioms: [propext, Classical.choice, Quot.sound]
'LondonGaussianOverlap.overlap_loop' depends on axioms: [propext, Classical.choice, Quot.sound]
```

## How the proof follows the calculation

**The integral on a line.** `pairWave` is the one-dimensional integrand, with the wave number called `k`, and `integral_pairWave` evaluates its integral. Mathlib's `integral_cexp_quadratic` already integrates the exponential of a complex quadratic polynomial whose leading coefficient has negative real part, so completing the square and shifting the contour are contained in that lemma. The step `hf` collects the exponent by powers of $x$, with leading coefficient $-(a+b)$. The step `e` expands the square of the linear coefficient using $i^2=-1$. The closing `field_simp` and `ring` bring the exponent into the form derived above.

**Separation of the directions.** `conj_mul_londonGaussian` proves the factorisation of the integrand pointwise. The first `simp only` carries out the complex conjugation, the second merges the exponentials, and `ring` checks that the exponents agree.

**The complex overlap.** In `overlap_eq`, the step `hprod` turns the planar integral into a product of two line integrals by `integral_prod_mul`. The step `hs` multiplies the two complex square roots to give $\pi/(a+b)$, and `hR` gathers the claimed right-hand side into one exponential. What remains is an identity between exponents. The final `field_simp` and `ring` verify it, including the sum of squared wave numbers and the cancellation that makes the phase independent of the exponents. Lean assigns the value zero to the integral of a non-integrable function, and the nonzero value found here excludes that case.

**The modulus and its reduction.** `norm_overlap` takes norms: the phase has norm one, and the other factor is a nonnegative real number. For `norm_overlap_lt_iff`, the forward direction assumes strict reduction and rules out $B=0$ and $P=Q$ in turn, since either would make the two moduli equal. In the reverse direction, `sqDist_pos` supplies $d^2>0$ for distinct centres. The field exponent is then strictly negative, and strict monotonicity of the exponential gives the inequality after multiplication by the positive common factor.

**The loop.** In `overlap_loop`, the step `e` shows that the three origin fluxes add up to `B * signedArea P Q R`. The rest substitutes `overlap_eq` and `norm_overlap` for each pair and rearranges the factors. Each of the three orbitals keeps its own exponent throughout, so `a`, `b` and `c` may all differ.
